# The resonant scattering matrix of a Hermitian Hamiltonian is unitary at every real energy where its propagator exists

Take a Hermitian $n\times n$ Hamiltonian $H$, an $n\times m$ matrix $W$ that couples its levels to $m$ open channels, and a real energy $E$. If $M = E - H + \tfrac{i}{2}WW^\dagger$ is invertible, the scattering matrix $S = 1 - iW^\dagger M^{-1}W$ is unitary. Physically, whatever flux enters through the channels leaves through them, even though the effective Hamiltonian $H - \tfrac{i}{2}WW^\dagger$ is not Hermitian when $W\neq 0$. I would like to see this made rigorous, with each step written out and the whole argument checked by machine in Lean 4. When does the inverse exist, and what happens to unitarity if the energy has an imaginary part?

## Flux balance from the anti-Hermitian part of $M$

Unitarity holds because the same $W$ sets both the decay of the levels and the amplitudes in the channels. It is simplest to start at complex energy $z$ and set $z = E$ at the end. Let

$$M = z - H + \tfrac{i}{2}WW^\dagger,\qquad MG = 1,\qquad S = 1 - iW^\dagger G W,$$

where $G$ is the propagator. Since $H^\dagger = H$, the Hamiltonian drops out of the difference $M^\dagger - M$:

$$i(M^\dagger - M) = i(\bar z - z) + WW^\dagger = WW^\dagger + 2\,\mathrm{Im}\,z .$$

Multiply by $G^\dagger$ on the left and $G$ on the right. From $MG = 1$ and its adjoint $G^\dagger M^\dagger = 1$ we get $G^\dagger(M^\dagger - M)G = G - G^\dagger$, so

$$i(G - G^\dagger) = G^\dagger WW^\dagger G + 2\,\mathrm{Im}\,z\; G^\dagger G .$$

Now write $P = W^\dagger G W$ and $Q = P^\dagger = W^\dagger G^\dagger W$. Multiplying the last identity by $W^\dagger$ on the left and $W$ on the right gives

$$i(P - Q) = QP + 2\,\mathrm{Im}\,z\,(GW)^\dagger(GW).$$

Since $S = 1 - iP$ and $S^\dagger = 1 + iQ$,

$$S^\dagger S = 1 - i(P-Q) + QP = 1 - 2\,\mathrm{Im}\,z\,(GW)^\dagger (GW).$$

At real energy the last term vanishes and $S^\dagger S = 1$. As $S$ is a finite square matrix, $SS^\dagger = 1$ follows.

**Existence of the propagator.** Let $E$ be real. If $Hv = Ev$ and $W^\dagger v = 0$, then $Mv = 0$, so an invertible $M$ forces $v = 0$. Conversely, if $M$ is singular, pick $v \neq 0$ with $Mv = 0$. Then

$$\|W^\dagger v\|^2 = v^\dagger\, i(M^\dagger - M)\,v = 0,$$

so $W^\dagger v = 0$, and $Mv = 0$ reduces to $Hv = Ev$. The propagator therefore fails to exist exactly when some eigenstate at energy $E$ is decoupled from every channel.

**Determinant.** Let the energy again be real. From $\det(1 - AB) = \det(1 - BA)$ and $WW^\dagger = i(M^\dagger - M)$,

$$\det S = \det(1 - iGWW^\dagger) = \det(GM^\dagger) = \overline{\det M}/\det M .$$

**Single level.** For one level at energy $\varepsilon$ with channel amplitudes $w_a$, $M$ is the number $E - \varepsilon + \tfrac{i}{2}\Gamma$ with $\Gamma = \sum_c |w_c|^2$. This gives the multichannel Breit-Wigner form

$$S_{ab} = \delta_{ab} - \frac{i\,\bar w_a w_b}{E - \varepsilon + \tfrac{i}{2}\Gamma}.$$

## Two levels and one channel in numbers

Let two levels at zero energy be joined by a hopping of $1$, with the first coupled to one channel with amplitude $1$. Then

$$M = \begin{pmatrix} E + i/2 & -1\\ -1 & E\end{pmatrix},\qquad \det M = E^2 - 1 + \tfrac{i}{2}E .$$

Only the first diagonal entry of $G$, which is $E/\det M$, enters $S = 1 - iE/\det M$.

- At $E = 1$, $\det M = i/2$ and this entry is $-2i$, so $S = 1 - i(-2i) = -1$. This energy is an eigenvalue of $H$, but its eigenvector $(1,1)/\sqrt2$ has channel amplitude $1/\sqrt2$, so the propagator exists.
- At $E = 2$, $\det M = 3 + i$ and $S = (3-i)/(3+i) = (4-3i)/5$, which has modulus $1$.

The case $E = 1$ is the last theorem of the file.

```lean
import Mathlib

open Matrix Complex
open scoped ComplexOrder

namespace ResonantScattering

noncomputable section

variable {n m : Type*} [Fintype n] [DecidableEq n] [Fintype m] [DecidableEq m]

/-- The matrix `z - H + (i/2) W W†` of a system with Hamiltonian `H`, coupled by `W` to
open channels, at complex energy `z`. -/
def energyMatrix (H : Matrix n n ℂ) (W : Matrix n m ℂ) (z : ℂ) : Matrix n n ℂ :=
  z • (1 : Matrix n n ℂ) - H + (I / 2) • (W * Wᴴ)

/-- The scattering matrix `1 - i W† G W` between the channels, for a propagator `G`. -/
def scatteringMatrix (W : Matrix n m ℂ) (G : Matrix n n ℂ) : Matrix m m ℂ :=
  1 - I • (Wᴴ * G * W)

omit [Fintype n] [DecidableEq m] in
/-- The anti-Hermitian part of the energy matrix is made of the coupling to the channels
and the imaginary part of the energy. -/
theorem broadening {H : Matrix n n ℂ} (hH : H.IsHermitian) (W : Matrix n m ℂ) (z : ℂ) :
    I • ((energyMatrix H W z)ᴴ - energyMatrix H W z)
      = W * Wᴴ + ((2 * z.im : ℝ) : ℂ) • (1 : Matrix n n ℂ) := by
  have hI : star (I / 2) = -(I / 2) := by
    rw [Complex.star_def, map_div₀, Complex.conj_I, map_ofNat]
    ring
  have hz : I * (star z - z) = ((2 * z.im : ℝ) : ℂ) := by
    apply Complex.ext <;> simp
    ring
  have hM : (energyMatrix H W z)ᴴ
      = star z • (1 : Matrix n n ℂ) - H + (-(I / 2)) • (W * Wᴴ) := by
    rw [energyMatrix, conjTranspose_add, conjTranspose_sub, conjTranspose_smul,
      conjTranspose_smul, conjTranspose_one, conjTranspose_mul,
      conjTranspose_conjTranspose, hH.eq, hI]
  have h : I • ((energyMatrix H W z)ᴴ - energyMatrix H W z)
      = (-(I * I)) • (W * Wᴴ) + (I * (star z - z)) • (1 : Matrix n n ℂ) := by
    rw [hM, energyMatrix]
    module
  rw [h, hz, Complex.I_mul_I, neg_neg, one_smul]

omit [Fintype n] [DecidableEq m] in
/-- At real energy the anti-Hermitian part of the energy matrix comes from the coupling
to the channels alone. -/
theorem broadening_real {H : Matrix n n ℂ} (hH : H.IsHermitian) (W : Matrix n m ℂ) (E : ℝ) :
    W * Wᴴ = I • ((energyMatrix H W E)ᴴ - energyMatrix H W E) := by
  rw [broadening hH W (E : ℂ)]
  simp

omit [DecidableEq m] in
/-- The spectral matrix `i (G - G†)` of the propagator is the sum of a part due to the
channels and a part due to the imaginary part of the energy. -/
theorem spectral_identity {H G : Matrix n n ℂ} {W : Matrix n m ℂ} {z : ℂ}
    (hH : H.IsHermitian) (hG : energyMatrix H W z * G = 1) :
    I • (G - Gᴴ) = Gᴴ * (W * Wᴴ) * G + ((2 * z.im : ℝ) : ℂ) • (Gᴴ * G) := by
  have h1 : Gᴴ * (energyMatrix H W z)ᴴ = 1 := by
    rw [← conjTranspose_mul, hG, conjTranspose_one]
  have h2 : Gᴴ * ((energyMatrix H W z)ᴴ - energyMatrix H W z) * G = G - Gᴴ := by
    rw [Matrix.mul_sub, Matrix.sub_mul, h1, Matrix.one_mul, Matrix.mul_assoc, hG,
      Matrix.mul_one]
  -- sandwich the broadening identity between the two propagators
  have h3 := congrArg (fun X => Gᴴ * X * G) (broadening hH W z)
  simp only [Matrix.mul_smul, Matrix.smul_mul, h2, Matrix.mul_add, Matrix.add_mul,
    Matrix.mul_one] at h3
  exact h3

/-- Flux balance at complex energy: `S† S` is the identity minus `2 Im z` times the Gram matrix of
the internal amplitudes `G W`. -/
theorem flux_balance {H G : Matrix n n ℂ} {W : Matrix n m ℂ} {z : ℂ}
    (hH : H.IsHermitian) (hG : energyMatrix H W z * G = 1) :
    (scatteringMatrix W G)ᴴ * scatteringMatrix W G
      = 1 - ((2 * z.im : ℝ) : ℂ) • ((G * W)ᴴ * (G * W)) := by
  have hS : (scatteringMatrix W G)ᴴ = 1 + I • (Wᴴ * Gᴴ * W) := by
    rw [scatteringMatrix, conjTranspose_sub, conjTranspose_one, conjTranspose_smul,
      conjTranspose_mul, conjTranspose_mul, conjTranspose_conjTranspose,
      Complex.star_def, Complex.conj_I, neg_smul, sub_neg_eq_add, Matrix.mul_assoc]
  have expand : ∀ P Q : Matrix m m ℂ,
      (1 + I • Q) * (1 - I • P) = 1 - I • (P - Q) + Q * P := by
    intro P Q
    simp only [Matrix.add_mul, Matrix.mul_sub, Matrix.one_mul, Matrix.mul_one,
      Matrix.smul_mul, Matrix.mul_smul, smul_add, smul_smul, Complex.I_mul_I]
    module
  -- the spectral identity seen from the channels
  have hs : I • (Wᴴ * G * W - Wᴴ * Gᴴ * W)
      = (Wᴴ * Gᴴ * W) * (Wᴴ * G * W)
        + ((2 * z.im : ℝ) : ℂ) • ((G * W)ᴴ * (G * W)) := by
    have h := congrArg (fun X => Wᴴ * X * W) (spectral_identity hH hG)
    simp only [Matrix.mul_smul, Matrix.smul_mul, Matrix.mul_add, Matrix.add_mul,
      Matrix.mul_sub, Matrix.sub_mul, Matrix.mul_assoc] at h
    simp only [conjTranspose_mul, Matrix.mul_assoc]
    exact h
  rw [hS, scatteringMatrix, expand, hs]
  abel

/-- The resonant scattering matrix of a Hermitian Hamiltonian is unitary at every real
energy at which the propagator exists. -/
theorem scatteringMatrix_unitary {H G : Matrix n n ℂ} {W : Matrix n m ℂ} {E : ℝ}
    (hH : H.IsHermitian) (hG : energyMatrix H W E * G = 1) :
    scatteringMatrix W G ∈ Matrix.unitaryGroup m ℂ := by
  rw [Matrix.mem_unitaryGroup_iff', Matrix.star_eq_conjTranspose, flux_balance hH hG]
  simp

omit [DecidableEq m] in
/-- At real energy `E` the propagator exists exactly when no nonzero eigenvector of `H`
with eigenvalue `E` is decoupled from all channels. -/
theorem propagator_exists_iff {H : Matrix n n ℂ} (hH : H.IsHermitian)
    (W : Matrix n m ℂ) (E : ℝ) :
    (∃ G, energyMatrix H W E * G = 1) ↔
      ∀ v : n → ℂ, H *ᵥ v = (E : ℂ) • v → Wᴴ *ᵥ v = 0 → v = 0 := by
  have hM : ∀ v : n → ℂ, energyMatrix H W E *ᵥ v
      = (E : ℂ) • v - H *ᵥ v + (I / 2) • (W *ᵥ (Wᴴ *ᵥ v)) := by
    intro v
    simp only [energyMatrix, Matrix.add_mulVec, Matrix.sub_mulVec, Matrix.smul_mulVec,
      Matrix.one_mulVec, Matrix.mulVec_mulVec]
  constructor
  · rintro ⟨G, hG⟩ v hv hw
    have h0 : energyMatrix H W E *ᵥ v = 0 := by
      rw [hM, hv, hw, Matrix.mulVec_zero, smul_zero, sub_self, add_zero]
    rw [← Matrix.one_mulVec v, ← mul_eq_one_comm.mp hG, ← Matrix.mulVec_mulVec, h0,
      Matrix.mulVec_zero]
  · intro h
    have hdet : (energyMatrix H W E).det ≠ 0 := by
      intro h0
      obtain ⟨v, hv0, hv⟩ := Matrix.exists_mulVec_eq_zero_iff.mpr h0
      -- a null vector emits no flux, so it is decoupled from the channels
      have hq : star (Wᴴ *ᵥ v) ⬝ᵥ (Wᴴ *ᵥ v) = 0 := by
        rw [Matrix.star_mulVec, conjTranspose_conjTranspose, ← Matrix.dotProduct_mulVec,
          Matrix.mulVec_mulVec, broadening_real hH W E, Matrix.smul_mulVec,
          Matrix.sub_mulVec, hv, sub_zero, dotProduct_smul, Matrix.dotProduct_mulVec,
          ← Matrix.star_mulVec, hv, star_zero, zero_dotProduct, smul_zero]
      have hw : Wᴴ *ᵥ v = 0 :=
        dotProduct_star_self_eq_zero.mp hq
      have he := hM v
      rw [hv, hw, Matrix.mulVec_zero, smul_zero, add_zero] at he
      exact hv0 (h v (sub_eq_zero.mp he.symm).symm hw)
    exact ⟨_, Matrix.mul_nonsing_inv _ (isUnit_iff_ne_zero.mpr hdet)⟩

/-- At real energy the determinant of the scattering matrix is the complex conjugate of
the determinant of the energy matrix divided by that determinant. -/
theorem det_scatteringMatrix {H G : Matrix n n ℂ} {W : Matrix n m ℂ} {E : ℝ}
    (hH : H.IsHermitian) (hG : energyMatrix H W E * G = 1) :
    (scatteringMatrix W G).det
      = star (energyMatrix H W E).det / (energyMatrix H W E).det := by
  have hS : scatteringMatrix W G = 1 - Wᴴ * (I • (G * W)) := by
    rw [scatteringMatrix, Matrix.mul_smul, Matrix.mul_assoc]
  have hk : 1 - (I • (G * W)) * Wᴴ = G * (energyMatrix H W E)ᴴ := by
    rw [Matrix.smul_mul, Matrix.mul_assoc, broadening_real hH W E, Matrix.mul_smul,
      smul_smul, Complex.I_mul_I, Matrix.mul_sub, mul_eq_one_comm.mp hG]
    module
  have hd : (energyMatrix H W E).det * G.det = 1 := by
    rw [← Matrix.det_mul, hG, Matrix.det_one]
  -- move the determinant from channel space to the space of internal states
  rw [hS, Matrix.det_one_sub_mul_comm, hk, Matrix.det_mul, Matrix.det_conjTranspose,
    eq_div_iff (left_ne_zero_of_mul_eq_one hd)]
  linear_combination star (energyMatrix H W E).det * hd

/-- Multichannel Breit-Wigner formula: the scattering matrix of a single level at energy
`ε` with channel amplitudes `w`. -/
theorem breit_wigner (ε E : ℝ) (w : m → ℂ) {G : Matrix (Fin 1) (Fin 1) ℂ}
    (hG : energyMatrix !![(ε : ℂ)] (Matrix.of fun _ c => w c) E * G = 1) (a b : m) :
    scatteringMatrix (Matrix.of fun _ c => w c) G a b
      = (1 : Matrix m m ℂ) a b
        - I * star (w a) * w b / (E - ε + I / 2 * ((∑ c, ‖w c‖ ^ 2 : ℝ) : ℂ)) := by
  have hM : energyMatrix !![(ε : ℂ)] (Matrix.of fun _ c => w c) E 0 0
      = E - ε + I / 2 * ((∑ c, ‖w c‖ ^ 2 : ℝ) : ℂ) := by
    simp [energyMatrix, Matrix.mul_apply, Complex.mul_conj, Complex.normSq_eq_norm_sq]
  have h := congrFun (congrFun hG 0) 0
  rw [Matrix.mul_apply, Fin.sum_univ_one, hM, Matrix.one_apply_eq] at h
  have hg := eq_div_of_mul_eq (left_ne_zero_of_mul_eq_one h) ((mul_comm _ _).trans h)
  have hS : scatteringMatrix (Matrix.of fun _ c => w c) G a b
      = (1 : Matrix m m ℂ) a b - I * (star (w a) * G 0 0 * w b) := by
    simp [scatteringMatrix, Matrix.mul_apply]
  rw [hS, hg]
  ring

/-- Two levels with hopping `1`, the first coupled to one channel, at energy `1`: the
Hamiltonian is Hermitian, the given propagator inverts the energy matrix, and `S = -1`. -/
theorem scatteringMatrix_witness :
    (!![0, 1; 1, 0] : Matrix (Fin 2) (Fin 2) ℂ).IsHermitian ∧
    energyMatrix !![0, 1; 1, 0] (!![1; 0] : Matrix (Fin 2) (Fin 1) ℂ) ((1 : ℝ) : ℂ)
      * !![-2 * I, -2 * I; -2 * I, 1 - 2 * I] = 1 ∧
    scatteringMatrix (!![1; 0] : Matrix (Fin 2) (Fin 1) ℂ)
      !![-2 * I, -2 * I; -2 * I, 1 - 2 * I] = -1 := by
  refine ⟨?_, ?_, ?_⟩
  · ext i j
    fin_cases i <;> fin_cases j <;> simp
  · have hW : (!![1; 0] : Matrix (Fin 2) (Fin 1) ℂ) * (!![1; 0] : Matrix (Fin 2) (Fin 1) ℂ)ᴴ
        = !![1, 0; 0, 0] := by
      ext i j
      rw [Matrix.mul_apply, Fin.sum_univ_one, Matrix.conjTranspose_apply]
      fin_cases i <;> fin_cases j <;> simp
    have hM : energyMatrix !![0, 1; 1, 0] (!![1; 0] : Matrix (Fin 2) (Fin 1) ℂ) ((1 : ℝ) : ℂ)
        = !![1 + I / 2, -1; -1, 1] := by
      rw [energyMatrix, hW]
      ext i j
      fin_cases i <;> fin_cases j <;> simp
    have e1 : (1 + I / 2) * (-2 * I) + -1 * (-2 * I) = 1 := by
      linear_combination (-1) * Complex.I_mul_I
    have e2 : (1 + I / 2) * (-2 * I) + -1 * (1 - 2 * I) = 0 := by
      linear_combination (-1) * Complex.I_mul_I
    have e3 : -1 * (-2 * I) + 1 * (-2 * I) = 0 := by ring
    have e4 : -1 * (-2 * I) + 1 * (1 - 2 * I) = 1 := by ring
    rw [hM, Matrix.mul_fin_two, e1, e2, e3, e4, Matrix.one_fin_two]
  · ext i j
    fin_cases i
    fin_cases j
    simp [scatteringMatrix, Matrix.mul_apply, Fin.sum_univ_succ, Complex.ext_iff]
    norm_num

end

end ResonantScattering
```

```lean
#print axioms ResonantScattering.scatteringMatrix_unitary
#print axioms ResonantScattering.propagator_exists_iff
#print axioms ResonantScattering.det_scatteringMatrix
#print axioms ResonantScattering.breit_wigner
```

```
'ResonantScattering.scatteringMatrix_unitary' depends on axioms: [propext, Classical.choice, Quot.sound]
'ResonantScattering.propagator_exists_iff' depends on axioms: [propext, Classical.choice, Quot.sound]
'ResonantScattering.det_scatteringMatrix' depends on axioms: [propext, Classical.choice, Quot.sound]
'ResonantScattering.breit_wigner' depends on axioms: [propext, Classical.choice, Quot.sound]
```

## Energies, channels and propagators as Lean objects

The finite types `n` and `m` label the internal levels and the channels. `energyMatrix H W z` is $M$ at complex energy $z$, and `scatteringMatrix W G` is $S$ built from a given matrix `G`.

The main theorem is `scatteringMatrix_unitary`. Its hypothesis `hH` says that $H$ is Hermitian, and `hG` says that $MG = 1$ at the real energy `E`. Its conclusion places $S$ in `Matrix.unitaryGroup m ℂ`. Invertibility enters through `hG`, and `propagator_exists_iff` translates it into the condition on decoupled eigenstates.

The sign $+\tfrac{i}{2}WW^\dagger$ means that coupling to the channels causes decay, not growth, for the time dependence $e^{-iEt}$. The normalisation absorbs a factor $\sqrt{2\pi}$ into $W$: with $W = \sqrt{2\pi}\,V$ the same matrix reads $S = 1 - 2\pi i\,V^\dagger G V$. There is no separate background scattering, so $S = 1$ when $W = 0$.

The formula for $S$ is taken as a definition; it is not derived from asymptotic waves. The level space and the number of channels are finite.

For coherent transport of non-interacting electrons through such a finite system, unitarity means that the reflection and transmission probabilities $|S_{ab}|^2$ for each incoming channel $b$ sum to one. The balance at complex energy also shows what a numerical broadening $z = E + i\eta$ with $\eta > 0$ does in this model: it removes $2\eta\,(GW)^\dagger(GW)$ from $S^\dagger S$, as a uniform absorption would.

## How the code follows the derivation

`broadening` computes $i(M^\dagger - M)$. It takes the adjoint of $M$ term by term, and `module` collects the coefficients of $WW^\dagger$ and the identity. `broadening_real` is the same identity at real energy.

`spectral_identity` multiplies this by the propagators. The step `h2` is $G^\dagger(M^\dagger - M)G = G - G^\dagger$, and `congrArg` applies the map $X \mapsto G^\dagger X G$ to both sides of `broadening`.

`flux_balance` uses `congrArg` again, now with $X \mapsto W^\dagger X W$, to obtain `hs`, the identity for $i(P-Q)$. The auxiliary statement `expand` is the product $(1+iQ)(1-iP)$, and substituting `hs` into it gives $S^\dagger S$. In `scatteringMatrix_unitary`, `simp` then removes the term with the imaginary part of a real energy.

In `propagator_exists_iff`, the forward direction applies $GM = 1$ to a decoupled eigenvector. The reverse direction assumes a zero determinant, extracts a null vector $v$, and shows in `hq` that $\|W^\dagger v\|^2 = 0$.

`det_scatteringMatrix` moves the determinant from channel space to level space with `Matrix.det_one_sub_mul_comm`; its step `hk` is $1 - iGWW^\dagger = GM^\dagger$. `breit_wigner` solves the single scalar equation contained in `hG` for the only entry of $G$ and inserts it into $S$. `scatteringMatrix_witness` checks the two-level example entry by entry: that $H$ is Hermitian, that the stated $G$ satisfies $MG = 1$, and that $S = -1$.
